# Coexistence of disorder and triple-q order at a = g²/(108b) in a Landau model with a cubic coupling

Take three real density-wave amplitudes that are all equal to t, with the free energy

F(t) = 3a t² + g t³ + 9b t⁴ = t² (3a + g t + 9b t²),

where b > 0 and g ≠ 0. The disordered state t = 0 has F = 0. It is the lowest state on this line exactly when the quadratic in brackets is never negative, which means g² − 108ab ≤ 0, or a ≥ g²/(108b). At equality the bracket is a perfect square,

F(t) = 9b t² (t + g/(18b))²,

and a second minimum at t = −g/(18b) is degenerate with the disordered one. The cubic term lowers the energy for one sign of t, and the quartic term limits the gain.

This line is only one direction in a three-dimensional space of amplitudes. With x, y and z independent, F might become negative along some other direction first, as a is lowered. An exact sum of squares shows that it does not.

## Three amplitudes and their free energy

All quantities are real numbers, and the declarations share one namespace.

```lean
import Mathlib

namespace TripleQOrdering

noncomputable section
```

For independent amplitudes x, y, z, write s = x² + y² + z². The free energy is

F = a s + g xyz + b s².

The coefficient a measures the cost of weak order and usually varies with temperature. The condition b > 0 keeps the energy bounded below at large amplitude. The cubic coupling g is allowed when the three wavevectors add up to zero and no symmetry changes the sign of the product xyz; g ≠ 0 says that it is present. Since the quartic term depends on s alone, it does not distinguish one ordered wave from three, and only the cubic term does so.

In Lean, `landau a b g x y z` is this function, with the coefficients first and the amplitudes last. The amplitudes are real and uniform in space: relative phases, gradients and fluctuations are left out, as are anisotropic quartic terms.

```lean
/-- Landau free energy of three coupled density-wave amplitudes `x, y, z`, with a cubic
coupling `g` and an isotropic quartic term `b`. -/
def landau (a b g x y z : ℝ) : ℝ :=
  a * (x ^ 2 + y ^ 2 + z ^ 2) + g * (x * y * z) + b * (x ^ 2 + y ^ 2 + z ^ 2) ^ 2
```

A state is called a ground state here if no other triple of real amplitudes has lower F. `IsGroundState` expresses this global minimality of a classical function; no Hamiltonian is involved. It allows several states to share the minimum.

```lean
/-- The amplitudes `x, y, z` minimize the free energy globally. -/
def IsGroundState (a b g x y z : ℝ) : Prop :=
  ∀ x' y' z' : ℝ, landau a b g x y z ≤ landau a b g x' y' z'
```

## The energy as a sum of squares

Let a_c = g²/(108b). The perfect square found on the diagonal generalises to

F = (a − a_c) s
  + a_c [(x + (18b/g) yz)² + (y + (18b/g) zx)² + (z + (18b/g) xy)²]
  + (b/2) [(x² − y²)² + (y² − z²)² + (z² − x²)²].

To check it, expand the second line. Its quadratic part is a_c s, which cancels the −a_c s of the first line. Each square contributes the cross term (36b/g) xyz, so the cubic part is

a_c · (108b/g) xyz = g xyz.

Its quartic part is

a_c · (324b²/g²)(x²y² + y²z² + z²x²) = 3b (x²y² + y²z² + z²x²).

The third line gives b(x⁴ + y⁴ + z⁴) − b(x²y² + y²z² + z²x²). The quartic parts add up to b(x⁴ + y⁴ + z⁴) + 2b(x²y² + y²z² + z²x²) = b s².

The Lean proof clears the denominators with `field_simp` and compares polynomials with `ring`.

```lean
/-- The free energy is a quadratic term measured from `g² / (108 b)` plus weighted squares. -/
theorem landau_eq_squares {b g : ℝ} (hb : 0 < b) (hg : g ≠ 0) (a x y z : ℝ) :
    landau a b g x y z = (a - g ^ 2 / (108 * b)) * (x ^ 2 + y ^ 2 + z ^ 2)
      + g ^ 2 / (108 * b) * ((x + 18 * b / g * (y * z)) ^ 2
        + (y + 18 * b / g * (z * x)) ^ 2 + (z + 18 * b / g * (x * y)) ^ 2)
      + b / 2 * ((x ^ 2 - y ^ 2) ^ 2 + (y ^ 2 - z ^ 2) ^ 2 + (z ^ 2 - x ^ 2) ^ 2) := by
  have hb' := hb.ne'
  unfold landau
  field_simp
  ring
```

Since a_c and b are positive, dropping the two groups of squares gives

F ≥ (a − a_c) s.

In the proof, `positivity` establishes the sign of each group.

```lean
/-- The free energy is bounded below by a quadratic form with coefficient
`a - g² / (108 b)`. -/
theorem landau_lower_bound {b g : ℝ} (hb : 0 < b) (hg : g ≠ 0) (a x y z : ℝ) :
    (a - g ^ 2 / (108 * b)) * (x ^ 2 + y ^ 2 + z ^ 2) ≤ landau a b g x y z := by
  have h : ∀ p q r : ℝ, 0 ≤ q → 0 ≤ r → p ≤ p + q + r := fun p q r hq hr => by linarith
  rw [landau_eq_squares hb hg]
  exact h _ _ _ (by positivity) (by positivity)
```

## The threshold for the disordered state

The bound is tested on the symmetric state x = y = z = −g/(18b). With t = −g/(18b), g t = −g²/(18b) and 9b t² = g²/(36b), so

F = t² (3a − g²/(18b) + g²/(36b)) = 3 (g/(18b))² (a − a_c).

```lean
/-- The free energy at the point with all three amplitudes equal to `-g / (18 b)`. -/
theorem landau_triple {b : ℝ} (hb : 0 < b) (a g : ℝ) :
    landau a b g (-(g / (18 * b))) (-(g / (18 * b))) (-(g / (18 * b)))
      = 3 * (g / (18 * b)) ^ 2 * (a - g ^ 2 / (108 * b)) := by
  have hb' := hb.ne'
  unfold landau
  field_simp
  ring
```

Both directions of the criterion now follow. If a ≥ a_c, the lower bound gives F ≥ 0 = F(0, 0, 0) everywhere. Conversely, if the origin is a global minimum, the symmetric state has F ≥ 0; its prefactor is positive, so a ≥ a_c. Thus `disordered_iff` says that, for b > 0 and g ≠ 0, the origin minimises F over all real amplitudes exactly when g²/(108b) ≤ a.

```lean
/-- The disordered state is a global minimum of the free energy exactly when
`a ≥ g² / (108 b)`. -/
theorem disordered_iff {b g : ℝ} (hb : 0 < b) (hg : g ≠ 0) (a : ℝ) :
    IsGroundState a b g 0 0 0 ↔ g ^ 2 / (108 * b) ≤ a := by
  have h0 : landau a b g 0 0 0 = 0 := by simp [landau]
  constructor
  · intro h
    -- test the disordered state against the symmetric triple-q state
    have h1 := h (-(g / (18 * b))) (-(g / (18 * b))) (-(g / (18 * b)))
    rw [h0, landau_triple hb] at h1
    have hm : 0 < 3 * (g / (18 * b)) ^ 2 := by positivity
    exact sub_nonneg.1 (nonneg_of_mul_nonneg_right h1 hm)
  · intro h x y z
    rw [h0]
    exact (mul_nonneg (sub_nonneg.2 h) (by positivity)).trans
      (landau_lower_bound hb hg a x y z)
```

## The states degenerate with disorder

Set a = a_c. The first line of the identity vanishes, so F = 0 forces every square to vanish:

x² = y² = z²,
g x = −18b yz.

If x = 0, then y = z = 0. Otherwise, squaring the second relation gives

g² x² = (18b)² y² z² = (18b)² x⁴,

and hence |x| = |y| = |z| = m with m = |g|/(18b). Multiplying the same relation by yz gives

g xyz = −18b (yz)² < 0.

For the converse, suppose that the three moduli equal m and g xyz < 0. Then |g| = 18bm, so g xyz = −18b m⁴ and a_c = 3b m². With s = 3m²,

F = 9b m⁴ − 18b m⁴ + 9b m⁴ = 0.

In the proof, `s1` and `s2` record that the two groups of squares vanish, and `e1`, `e2` and `e3` extract the individual squares that are needed. The relation g x = −18b yz is `hgx`. The `calc` block carries out the squaring, after which the nonzero common factor is cancelled. In the converse, `hp` holds the value of the cubic term, and `linear_combination` completes the evaluation.

```lean
/-- At `a = g² / (108 b)` the free energy vanishes exactly at the origin and at the points with
`|x| = |y| = |z| = |g| / (18 b)` and `g x y z < 0`. -/
theorem landau_critical_eq_zero_iff {b g : ℝ} (hb : 0 < b) (hg : g ≠ 0) (x y z : ℝ) :
    landau (g ^ 2 / (108 * b)) b g x y z = 0 ↔ (x = 0 ∧ y = 0 ∧ z = 0) ∨
      (|x| = |g| / (18 * b) ∧ |y| = |g| / (18 * b) ∧ |z| = |g| / (18 * b) ∧
        g * (x * y * z) < 0) := by
  obtain ⟨m, hm⟩ : ∃ m, m = |g| / (18 * b) := ⟨_, rfl⟩
  have hb' := hb.ne'
  have hgm : |g| = 18 * b * m := by rw [hm]; field_simp
  have hm0 : 0 < m := by rw [hm]; positivity
  rw [← hm]
  constructor
  · intro h
    rw [landau_eq_squares hb hg, sub_self, zero_mul, zero_add] at h
    have hk : 0 < g ^ 2 / (108 * b) := by positivity
    -- both groups of squares vanish
    have s1 := (mul_eq_zero.1 ((add_eq_zero_iff_of_nonneg (by positivity)
      (by positivity)).1 h).1).resolve_left hk.ne'
    have s2 := (mul_eq_zero.1 ((add_eq_zero_iff_of_nonneg (by positivity)
      (by positivity)).1 h).2).resolve_left (by positivity)
    have e1 : (x + 18 * b / g * (y * z)) ^ 2 = 0 := by
      linarith [sq_nonneg (x + 18 * b / g * (y * z)), sq_nonneg (y + 18 * b / g * (z * x)),
        sq_nonneg (z + 18 * b / g * (x * y))]
    have e2 : (x ^ 2 - y ^ 2) ^ 2 = 0 := by
      linarith [sq_nonneg (x ^ 2 - y ^ 2), sq_nonneg (y ^ 2 - z ^ 2), sq_nonneg (z ^ 2 - x ^ 2)]
    have e3 : (z ^ 2 - x ^ 2) ^ 2 = 0 := by
      linarith [sq_nonneg (x ^ 2 - y ^ 2), sq_nonneg (y ^ 2 - z ^ 2), sq_nonneg (z ^ 2 - x ^ 2)]
    have hy2 : y ^ 2 = x ^ 2 := by linarith [pow_eq_zero_iff (two_ne_zero) |>.1 e2]
    have hz2 : z ^ 2 = x ^ 2 := by linarith [pow_eq_zero_iff (two_ne_zero) |>.1 e3]
    have hgx : g * x = -(18 * b * (y * z)) := by
      have e : g * x + 18 * b * (y * z) = g * (x + 18 * b / g * (y * z)) := by field_simp
      rw [pow_eq_zero_iff (two_ne_zero) |>.1 e1, mul_zero] at e
      linarith
    by_cases hx : x = 0
    · left
      rw [hx, zero_pow two_ne_zero] at hy2 hz2
      exact ⟨hx, pow_eq_zero_iff (two_ne_zero) |>.1 hy2, pow_eq_zero_iff (two_ne_zero) |>.1 hz2⟩
    · right
      -- the relation `hgx` fixes the common modulus
      have hx2 : x ^ 2 = m ^ 2 := by
        have h1 : x ^ 2 * (18 * b) ^ 2 * x ^ 2 = x ^ 2 * (18 * b) ^ 2 * m ^ 2 := by
          calc x ^ 2 * (18 * b) ^ 2 * x ^ 2 = (18 * b) ^ 2 * (y ^ 2 * z ^ 2) := by
                rw [hy2, hz2]; ring
            _ = (g * x) ^ 2 := by rw [hgx]; ring
            _ = |g| ^ 2 * x ^ 2 := by rw [sq_abs]; ring
            _ = x ^ 2 * (18 * b) ^ 2 * m ^ 2 := by rw [hgm]; ring
        exact mul_left_cancel₀ (by positivity) h1
      have key : ∀ u : ℝ, u ^ 2 = m ^ 2 → |u| = m := fun u hu => by
        rw [(sq_eq_sq_iff_abs_eq_abs u m).1 hu, abs_of_pos hm0]
      have hy : y ≠ 0 := fun h => hx (by simpa [h] using hy2.symm)
      have hz : z ≠ 0 := fun h => hx (by simpa [h] using hz2.symm)
      refine ⟨key x hx2, key y (hy2.trans hx2), key z (hz2.trans hx2), ?_⟩
      have hp : 0 < 18 * b * (y * z) ^ 2 := by positivity
      have hq : g * (x * y * z) = -(18 * b * (y * z) ^ 2) := by
        linear_combination (y * z) * hgx
      linarith
  · rintro (⟨rfl, rfl, rfl⟩ | ⟨hx, hy, hz, hs⟩)
    · simp [landau]
    · have hx2 : x ^ 2 = m ^ 2 := by rw [← hx, sq_abs]
      have hy2 : y ^ 2 = m ^ 2 := by rw [← hy, sq_abs]
      have hz2 : z ^ 2 = m ^ 2 := by rw [← hz, sq_abs]
      have hp := abs_of_neg hs
      rw [abs_mul, abs_mul, abs_mul, hx, hy, hz, hgm] at hp
      have hk : g ^ 2 / (108 * b) = 3 * b * m ^ 2 := by
        rw [div_eq_iff (by positivity), ← sq_abs, hgm]; ring
      unfold landau
      rw [hk, hx2, hy2, hz2]
      linear_combination hp
```

At a = a_c the minimum value of F is zero, by the threshold criterion, so the zeros just found are exactly the global minimisers. That is the content of `coexistence`: the disordered state and the triple-q states have equal energy, and no other state reaches it.

```lean
/-- At `a = g² / (108 b)` the global minimizers are the origin and the triple-q points with
`|x| = |y| = |z| = |g| / (18 b)` and `g x y z < 0`. -/
theorem coexistence {b g : ℝ} (hb : 0 < b) (hg : g ≠ 0) (x y z : ℝ) :
    IsGroundState (g ^ 2 / (108 * b)) b g x y z ↔ (x = 0 ∧ y = 0 ∧ z = 0) ∨
      (|x| = |g| / (18 * b) ∧ |y| = |g| / (18 * b) ∧ |z| = |g| / (18 * b) ∧
        g * (x * y * z) < 0) := by
  rw [← landau_critical_eq_zero_iff hb hg]
  have h0 : landau (g ^ 2 / (108 * b)) b g 0 0 0 = 0 := by simp [landau]
  have hmin := (disordered_iff hb hg _).2 le_rfl
  constructor
  · intro h
    exact le_antisymm ((h 0 0 0).trans_eq h0) (h0.symm.trans_le (hmin x y z))
  · intro h x' y' z'
    rw [h, ← h0]
    exact hmin x' y' z'
```

The sign condition leaves four of the eight sign patterns. With m now standing for the signed value g/(18b), as in the next proof, they are

(−m, −m, −m), (−m, m, m), (m, −m, m), (m, m, −m).

For each of them xyz = −m³, and g m³ = 18b m⁴ > 0, so g xyz is negative. The other four patterns have xyz = m³ and fail the condition. Reversing two amplitudes at a time leaves F unchanged and carries the four points into one another.

The proof runs through all eight cases: `linarith` rejects those with the wrong cubic sign, and `simp` matches the rest to the list.

```lean
/-- The modulus and sign conditions on the triple-q amplitudes select four explicit points. -/
theorem four_points {b g : ℝ} (hb : 0 < b) (hg : g ≠ 0) (x y z : ℝ) :
    (|x| = |g| / (18 * b) ∧ |y| = |g| / (18 * b) ∧ |z| = |g| / (18 * b) ∧
      g * (x * y * z) < 0) ↔
    (x = -(g / (18 * b)) ∧ y = -(g / (18 * b)) ∧ z = -(g / (18 * b))) ∨
    (x = -(g / (18 * b)) ∧ y = g / (18 * b) ∧ z = g / (18 * b)) ∨
    (x = g / (18 * b) ∧ y = -(g / (18 * b)) ∧ z = g / (18 * b)) ∨
    (x = g / (18 * b) ∧ y = g / (18 * b) ∧ z = -(g / (18 * b))) := by
  obtain ⟨m, hm⟩ : ∃ m, m = g / (18 * b) := ⟨_, rfl⟩
  have hb' := hb.ne'
  have habs : |g| / (18 * b) = |m| := by
    rw [hm, abs_div, abs_of_pos (show 0 < 18 * b by positivity)]
  have hm0 : m ≠ 0 := by rw [hm]; positivity
  have hgm : g = 18 * b * m := by rw [hm]; field_simp
  have hpos : 0 < g * (m * m * m) := by
    have h1 : g * (m * m * m) = 18 * b * (m ^ 2) ^ 2 := by rw [hgm]; ring
    rw [h1]; positivity
  rw [habs, ← hm]
  constructor
  · rintro ⟨hx, hy, hz, hs⟩
    -- of the eight sign patterns, four have the wrong sign of the cubic term
    rcases abs_eq_abs.1 hx with hx | hx <;> rcases abs_eq_abs.1 hy with hy | hy <;>
      rcases abs_eq_abs.1 hz with hz | hz <;> rw [hx, hy, hz] at hs <;>
      first
        | (exfalso; linarith)
        | simp [hx, hy, hz]
  · rintro (⟨hx, hy, hz⟩ | ⟨hx, hy, hz⟩ | ⟨hx, hy, hz⟩ | ⟨hx, hy, hz⟩) <;>
      rw [hx, hy, hz] <;>
      exact ⟨by simp, by simp, by simp, by linarith⟩
```

## Metastability below the threshold

For 0 < a < a_c the origin is no longer a global minimum, but small amplitudes still cost energy. Suppose |x| < a/|g|. Then |g x| ≤ a, and |yz| ≤ (y² + z²)/2 gives

|g xyz| ≤ a (y² + z²)/2.

Since the quartic term is nonnegative,

F ≥ a s − a (y² + z²)/2 = a x² + a (y² + z²)/2,

which is positive away from the origin. The theorem `metastable` takes δ = a/|g| and states the strict inequality in the cube where all three moduli are below δ. Its second half, that the origin is not a global minimum, comes from `disordered_iff`.

The inequalities `hgx`, `hyz` and `hc` are the three estimates in order, and the final `linarith` adds the nonnegative quartic term.

```lean
/-- For `0 < a < g² / (108 b)` the disordered state is a strict local minimum of the free energy
but not a global one. -/
theorem metastable {a b g : ℝ} (hb : 0 < b) (hg : g ≠ 0) (ha : 0 < a)
    (hac : a < g ^ 2 / (108 * b)) :
    (∃ δ > 0, ∀ x y z : ℝ, |x| < δ → |y| < δ → |z| < δ → ¬(x = 0 ∧ y = 0 ∧ z = 0) →
      landau a b g 0 0 0 < landau a b g x y z) ∧ ¬ IsGroundState a b g 0 0 0 := by
  refine ⟨⟨a / |g|, by positivity, ?_⟩, fun h =>
    not_le_of_gt hac ((disordered_iff hb hg a).1 h)⟩
  intro x y z hx _ _ hne
  have h0 : landau a b g 0 0 0 = 0 := by simp [landau]
  have hs : 0 < x ^ 2 + y ^ 2 + z ^ 2 := by
    by_contra hn
    have hx0 : x ^ 2 = 0 := by linarith [sq_nonneg x, sq_nonneg y, sq_nonneg z]
    have hy0 : y ^ 2 = 0 := by linarith [sq_nonneg x, sq_nonneg y, sq_nonneg z]
    have hz0 : z ^ 2 = 0 := by linarith [sq_nonneg x, sq_nonneg y, sq_nonneg z]
    exact hne ⟨pow_eq_zero_iff (two_ne_zero) |>.1 hx0, pow_eq_zero_iff (two_ne_zero) |>.1 hy0,
      pow_eq_zero_iff (two_ne_zero) |>.1 hz0⟩
  -- the cubic term is at most half of the quadratic one
  have hgx : |g * x| ≤ a := by
    have h1 := (lt_div_iff₀ (abs_pos.2 hg)).1 hx
    rw [abs_mul, mul_comm]
    exact h1.le
  have hyz : |y * z| ≤ (y ^ 2 + z ^ 2) / 2 :=
    abs_le.2 ⟨by nlinarith [sq_nonneg (y + z)], by nlinarith [sq_nonneg (y - z)]⟩
  have hc : |g * x * (y * z)| ≤ a * ((y ^ 2 + z ^ 2) / 2) := by
    rw [abs_mul]
    exact mul_le_mul hgx hyz (abs_nonneg _) ha.le
  have hc' := neg_abs_le (g * x * (y * z))
  have h1 : 0 < a * (x ^ 2 + y ^ 2 + z ^ 2) := mul_pos ha hs
  have h2 : 0 ≤ a * x ^ 2 := by positivity
  have h3 : 0 ≤ b * (x ^ 2 + y ^ 2 + z ^ 2) ^ 2 := by positivity
  have h4 : g * (x * y * z) = g * x * (y * z) := by ring
  rw [h0]
  unfold landau
  rw [h4]
  linarith

end

end TripleQOrdering
```

```lean
#print axioms TripleQOrdering.landau_triple
#print axioms TripleQOrdering.coexistence
#print axioms TripleQOrdering.four_points
#print axioms TripleQOrdering.metastable
```

```
'TripleQOrdering.landau_triple' depends on axioms: [propext, Classical.choice, Quot.sound]
'TripleQOrdering.coexistence' depends on axioms: [propext, Classical.choice, Quot.sound]
'TripleQOrdering.four_points' depends on axioms: [propext, Classical.choice, Quot.sound]
'TripleQOrdering.metastable' depends on axioms: [propext, Classical.choice, Quot.sound]
```

Together, degeneracy at a_c and metastability just below it are the signature of a first-order transition: if the system follows the global minimum as a is lowered through a_c, the modulus of each amplitude jumps there from zero to |g|/(18b). In a simulation governed by this uniform three-amplitude model, a local minimisation started close enough to the origin can settle in the disordered state for 0 < a < a_c, so its energy should be compared with that of a run started from a triple-q state.

## A quartic term that couples the waves

The same argument covers an additional quartic interaction c(x²y² + y²z² + z²x²), which favours or penalises the simultaneous presence of several waves. Let K = 3b + c, and assume b > 0, K > 0 and g ≠ 0. With A = g²/(36K), the identity becomes

F = (a − A) s
  + A [(x + (6K/g) yz)² + (y + (6K/g) zx)² + (z + (6K/g) xy)²]
  + (b/2) [(x² − y²)² + (y² − z²)² + (z² − x²)²].

The cubic part is again g xyz, and the squares in the second line now supply K(x²y² + y²z² + z²x²). The threshold moves to a = g²/(36(3b + c)), and the coexisting amplitudes have modulus |g|/(6(3b + c)). A repulsive coupling c > 0 lowers both; an attractive one raises them. This extension rests on the algebra given here, since the Lean theorems treat only c = 0.
